# Least double occupancy of the two-electron Hubbard dimer at fixed bonding occupation, and the resulting energy minimum for U ≥ 0

Take two electrons of opposite spin on two sites, with hopping t and on-site repulsion U. Let bb be the state with both electrons in the bonding orbital (1, 1)/√2, and aa the state with both in the antibonding orbital (1, −1)/√2. Write n for the expected number of electrons in the bonding orbital, both spins counted, and D for the probability that the electrons share a site.

I know the claim that cos(p) bb − sin(p) aa, with p in [0, π/2], has n = 2cos²p and D = F(n), where

F(n) = (1 − √(n(2−n)))/2,

and that for U ≥ 0 minimising −2t(n−1) + U F(n) over 0 ≤ n ≤ 2 gives U/2 − √(4t² + U²/4). Can this be made rigorous and checked in Lean? I would also like to know whether F(n) is special to this family of states or is the least D that any state with the same n can have.

## The bound on double occupancy

F(n) is the least D among all normalised states with bonding occupation n. Let ψᵢⱼ be the amplitude for the up electron on site i and the down electron on site j, with i, j = 0, 1. Normalisation means Σ|ψᵢⱼ|² = 1, and D = |ψ₀₀|² + |ψ₁₁|². Define the sums of ionic and covalent amplitudes,

A = ψ₀₀ + ψ₁₁, C = ψ₀₁ + ψ₁₀.

Projecting each electron onto the bonding orbital gives

n = ½ Σₖ (|ψ₀ₖ + ψ₁ₖ|² + |ψₖ₀ + ψₖ₁|²) = 1 + Re(A*C).

The hopping energy is −2t Re(A*C), which is therefore −2t(n−1) in every normalised state.

Since |x + y|² ≤ 2|x|² + 2|y|², we have |A|² ≤ 2D and |C|² ≤ 2(1−D). Cauchy-Schwarz then gives

(n−1)² ≤ |A|²|C|² ≤ 4D(1−D) = 1 − (1−2D)².

Hence (1−2D)² ≤ n(2−n), so 1 − 2D ≤ √(n(2−n)), which is D ≥ F(n).

The pair state attains the bound. Its amplitudes are (cos p − sin p)/2 on the same site and (cos p + sin p)/2 on different sites, so its norm is 1 and

n = 2cos²p, D = (1 − 2 sin p cos p)/2.

For p in [0, π/2] the product sin p cos p is nonnegative, so √(n(2−n)) = 2 sin p cos p and D = F(n). Every n in [0, 2] is reached by choosing cos p = √(n/2).

## Minimising over the occupation

Put x = n−1, y = √(n(2−n)) and R = √(4t² + U²/4). Then x² + y² = 1, and the energy functional is

E(n) = U/2 − (2t x + (U/2) y).

Cauchy-Schwarz bounds the bracket by R, so E(n) ≥ U/2 − R. If R > 0, equality holds at x = 2t/R, y = U/(2R), that is, at n = 1 + 2t/R. This needs y ≥ 0, which is where U ≥ 0 enters. If R = 0, then t = U = 0 and E vanishes for every n.

For U < 0 the functional E does not reach the value U/2 − R: −(U/2)y ≥ 0 and 2t x ≤ 2|t| < R, so E(n) > U/2 − R throughout. Attraction favours a large D, whereas F selects the smallest. The lowest energy of the two electrons is still U/2 − R. It is found by replacing F(n) with the largest D at given n, which is (1 + √(n(2−n)))/2 by the same bound and is attained by cos(p) bb + sin(p) aa. The file does not prove this.

At U = 0 and t > 0 the minimum is −2t, at n = 2, with both electrons in the bonding orbital. At t = 0 and U > 0 it is 0, at n = 1, where F(1) = 0 and the electrons never share a site.

## The Lean file

```lean
import Mathlib

open Matrix

namespace HubbardDimerDensityMatrixFunctional

noncomputable section

/-- Amplitudes of two electrons of opposite spin on two sites: the row is the site of the
up electron, the column the site of the down electron. -/
abbrev State := Matrix (Fin 2) (Fin 2) ℂ

/-- The squared norm of a state. -/
def weight (ψ : State) : ℝ := ∑ i, ∑ j, Complex.normSq (ψ i j)

/-- For a normalised state, the expected number of electrons, of both spins, in the bonding orbital
`(1, 1)/√2`. -/
def bondingOcc (ψ : State) : ℝ :=
  (∑ k, (Complex.normSq (ψ 0 k + ψ 1 k) + Complex.normSq (ψ k 0 + ψ k 1))) / 2

/-- For a normalised state, the probability that both electrons sit on the same site. -/
def doubleOcc (ψ : State) : ℝ := ∑ i, Complex.normSq (ψ i i)

/-- For a normalised state, the expectation value of the Hubbard Hamiltonian with hopping `t` and
repulsion `U`. -/
def hubbardEnergy (t U : ℝ) (ψ : State) : ℝ :=
  -t * (∑ k, (2 * (star (ψ 0 k) * ψ 1 k).re + 2 * (star (ψ k 0) * ψ k 1).re))
    + U * doubleOcc ψ

/-- Both electrons in the bonding orbital `(1, 1)/√2`. -/
def bb : State := !![1/2, 1/2; 1/2, 1/2]

/-- Both electrons in the antibonding orbital `(1, -1)/√2`. -/
def aa : State := !![1/2, -1/2; -1/2, 1/2]

/-- The pair state `cos p bb - sin p aa`. -/
def pairState (p : ℝ) : State := (Real.cos p : ℂ) • bb - (Real.sin p : ℂ) • aa

/-- The function `F(n) = (1 - √(n(2 - n)))/2` of the bonding occupation `n`. -/
def occFunctional (n : ℝ) : ℝ := (1 - √(n * (2 - n))) / 2

/-- The energy functional `-2t(n - 1) + U F(n)` of the bonding occupation `n`, with `F` the function
`occFunctional`. -/
def energyFunctional (t U n : ℝ) : ℝ := -2 * t * (n - 1) + U * occFunctional n

/-- The site amplitudes of the pair state: `(cos p - sin p)/2` for electrons on the same site,
`(cos p + sin p)/2` for electrons on different sites. -/
theorem pairState_apply (p : ℝ) (i j : Fin 2) :
    pairState p i j = ((if i = j then (Real.cos p - Real.sin p) / 2
      else (Real.cos p + Real.sin p) / 2 : ℝ) : ℂ) := by
  fin_cases i <;> fin_cases j <;> simp [pairState, bb, aa] <;> ring

/-- For `p` in `[0, π/2]` the pair state is normalised, has bonding occupation `2 cos² p`, and its
double occupancy is `occFunctional` evaluated at that occupation. -/
theorem pairState_properties (p : ℝ) (h0 : 0 ≤ p) (h1 : p ≤ Real.pi / 2) :
    weight (pairState p) = 1 ∧ bondingOcc (pairState p) = 2 * Real.cos p ^ 2 ∧
      doubleOcc (pairState p) = occFunctional (2 * Real.cos p ^ 2) := by
  have hcs := Real.sin_sq_add_cos_sq p
  refine ⟨?_, ?_, ?_⟩
  · simp only [weight, Fin.sum_univ_two, pairState_apply, Complex.normSq_ofReal,
      zero_ne_one, one_ne_zero, if_true, if_false]
    linear_combination hcs
  · simp only [bondingOcc, Fin.sum_univ_two, pairState_apply, ← Complex.ofReal_add,
      Complex.normSq_ofReal, zero_ne_one, one_ne_zero, if_true, if_false]
    ring
  · have hc : 0 ≤ Real.cos p := Real.cos_nonneg_of_mem_Icc ⟨by linarith, h1⟩
    have hs : 0 ≤ Real.sin p :=
      Real.sin_nonneg_of_nonneg_of_le_pi h0 (by linarith [Real.pi_pos])
    -- the square root is `2 sin p cos p`, nonnegative in the first quadrant
    have hr : 2 * Real.cos p ^ 2 * (2 - 2 * Real.cos p ^ 2)
        = (2 * Real.sin p * Real.cos p) ^ 2 := by
      linear_combination (-4 * Real.cos p ^ 2) * hcs
    rw [occFunctional, hr, Real.sqrt_sq (by positivity)]
    simp only [doubleOcc, Fin.sum_univ_two, pairState_apply, Complex.normSq_ofReal, if_true]
    linear_combination hcs / 2

/-- In every normalised state the Hubbard energy is `-2t(n - 1) + U D`, with `n` the bonding
occupation and `D` the double occupancy. -/
theorem hubbardEnergy_eq (t U : ℝ) (ψ : State) (hψ : weight ψ = 1) :
    hubbardEnergy t U ψ = -2 * t * (bondingOcc ψ - 1) + U * doubleOcc ψ := by
  simp only [weight, Fin.sum_univ_two, Complex.normSq_apply] at hψ
  simp only [hubbardEnergy, bondingOcc, doubleOcc, Fin.sum_univ_two, Complex.normSq_apply,
    Complex.add_re, Complex.add_im, Complex.mul_re, Complex.star_def, Complex.conj_re,
    Complex.conj_im]
  linear_combination (2 * t) * hψ

/-- No normalised state has a double occupancy below the functional evaluated at its bonding
occupation. -/
theorem occFunctional_le (ψ : State) (hψ : weight ψ = 1) :
    occFunctional (bondingOcc ψ) ≤ doubleOcc ψ := by
  simp only [weight, Fin.sum_univ_two, Complex.normSq_apply] at hψ
  -- sums of the ionic (`a`) and of the covalent (`c`) amplitudes
  obtain ⟨a, ha⟩ : ∃ a, a = (ψ 0 0).re + (ψ 1 1).re := ⟨_, rfl⟩
  obtain ⟨a', ha'⟩ : ∃ a, a = (ψ 0 0).im + (ψ 1 1).im := ⟨_, rfl⟩
  obtain ⟨c, hc⟩ : ∃ c, c = (ψ 0 1).re + (ψ 1 0).re := ⟨_, rfl⟩
  obtain ⟨c', hc'⟩ : ∃ c, c = (ψ 0 1).im + (ψ 1 0).im := ⟨_, rfl⟩
  have hn : bondingOcc ψ = 1 + (a * c + a' * c') := by
    rw [ha, ha', hc, hc']
    simp only [bondingOcc, Fin.sum_univ_two, Complex.normSq_apply, Complex.add_re,
      Complex.add_im]
    linear_combination hψ
  have hA : a ^ 2 + a' ^ 2 ≤ 2 * doubleOcc ψ := by
    rw [ha, ha']
    simp only [doubleOcc, Fin.sum_univ_two, Complex.normSq_apply]
    nlinarith [sq_nonneg ((ψ 0 0).re - (ψ 1 1).re), sq_nonneg ((ψ 0 0).im - (ψ 1 1).im)]
  have hC : c ^ 2 + c' ^ 2 ≤ 2 * (1 - doubleOcc ψ) := by
    rw [hc, hc']
    simp only [doubleOcc, Fin.sum_univ_two, Complex.normSq_apply]
    nlinarith [sq_nonneg ((ψ 0 1).re - (ψ 1 0).re), sq_nonneg ((ψ 0 1).im - (ψ 1 0).im)]
  -- Cauchy-Schwarz between the two kinds of amplitude
  have hx : (a * c + a' * c') ^ 2 ≤ (a ^ 2 + a' ^ 2) * (c ^ 2 + c' ^ 2) := by
    nlinarith [sq_nonneg (a * c' - a' * c)]
  have hm := mul_le_mul hA hC (by positivity) (le_trans (by positivity) hA)
  have hsq : (1 - 2 * doubleOcc ψ) ^ 2 ≤ bondingOcc ψ * (2 - bondingOcc ψ) := by
    rw [hn]
    nlinarith [hx, hm]
  have h := (le_abs_self _).trans (Real.abs_le_sqrt hsq)
  unfold occFunctional
  linarith

/-- Constrained search: for `n` in `[0, 2]` the functional is the least double occupancy among
all normalised states with bonding occupation `n`. -/
theorem occFunctional_isLeast (n : ℝ) (h0 : 0 ≤ n) (h2 : n ≤ 2) :
    IsLeast {D | ∃ ψ : State, weight ψ = 1 ∧ bondingOcc ψ = n ∧ doubleOcc ψ = D}
      (occFunctional n) := by
  constructor
  · -- the pair state with `cos p = √(n/2)` attains the value
    have hs := Real.sqrt_nonneg (n / 2)
    have hs1 : √(n / 2) ≤ 1 := Real.sqrt_le_iff.mpr ⟨by norm_num, by linarith⟩
    have hn : 2 * Real.cos (Real.arccos √(n / 2)) ^ 2 = n := by
      rw [Real.cos_arccos (by linarith) hs1, Real.sq_sqrt (by linarith)]
      ring
    have h := pairState_properties (Real.arccos √(n / 2)) (Real.arccos_nonneg _)
      (Real.arccos_le_pi_div_two.mpr hs)
    rw [hn] at h
    exact ⟨_, h⟩
  · rintro D ⟨ψ, hψ, hn, rfl⟩
    rw [← hn]
    exact occFunctional_le ψ hψ

/-- For `U ≥ 0` the energy functional at the bonding occupation of a normalised state does not
exceed the Hubbard energy of that state. -/
theorem energyFunctional_le (t U : ℝ) (hU : 0 ≤ U) (ψ : State) (hψ : weight ψ = 1) :
    energyFunctional t U (bondingOcc ψ) ≤ hubbardEnergy t U ψ := by
  rw [hubbardEnergy_eq t U ψ hψ, energyFunctional]
  linarith [mul_le_mul_of_nonneg_left (occFunctional_le ψ hψ) hU]

/-- For `U ≥ 0` the minimum of the energy functional over bonding occupations in `[0, 2]` is
`U/2 - √(4t² + U²/4)`. -/
theorem energyFunctional_isLeast (t U : ℝ) (hU : 0 ≤ U) :
    IsLeast (energyFunctional t U '' Set.Icc 0 2) (U / 2 - √(4 * t ^ 2 + U ^ 2 / 4)) := by
  constructor
  · obtain ⟨R, hR⟩ : ∃ R, R = √(4 * t ^ 2 + U ^ 2 / 4) := ⟨_, rfl⟩
    have hR0 : 0 ≤ R := hR ▸ Real.sqrt_nonneg _
    have hR2 : R ^ 2 = 4 * t ^ 2 + U ^ 2 / 4 := by
      rw [hR, Real.sq_sqrt (by positivity)]
    rw [← hR]
    rcases hR0.eq_or_lt with h | hpos
    · -- without hopping and repulsion every occupation has energy zero
      have hR' : R = 0 := h.symm
      rw [hR'] at hR2
      have ht : t = 0 := by
        apply pow_eq_zero_iff (two_ne_zero) |>.mp
        nlinarith [sq_nonneg t, sq_nonneg U]
      have hU' : U = 0 := by
        apply pow_eq_zero_iff (two_ne_zero) |>.mp
        nlinarith [sq_nonneg t, sq_nonneg U]
      refine ⟨1, ⟨by norm_num, by norm_num⟩, ?_⟩
      rw [energyFunctional, hR', ht, hU']
      ring
    · -- otherwise the occupation `1 + 2t/R` attains the value
      have hab : |2 * t| ≤ R := abs_le_of_sq_le_sq (by nlinarith [sq_nonneg U]) hR0
      obtain ⟨hl, hu⟩ := abs_le.mp hab
      have h1 : 2 * t / R ≤ 1 := by rw [div_le_iff₀ hpos]; linarith
      have h2 : -1 ≤ 2 * t / R := by rw [le_div_iff₀ hpos]; linarith
      refine ⟨1 + 2 * t / R, ⟨by linarith, by linarith⟩, ?_⟩
      have hr : (1 + 2 * t / R) * (2 - (1 + 2 * t / R)) = (U / (2 * R)) ^ 2 := by
        have hne : R ≠ 0 := hpos.ne'
        field_simp
        linear_combination 4 * hR2
      rw [energyFunctional, occFunctional, hr, Real.sqrt_sq (by positivity)]
      have hq : R = (4 * t ^ 2 + U ^ 2 / 4) / R := by
        rw [eq_div_iff hpos.ne']
        linear_combination hR2
      linear_combination hq
  · rintro _ ⟨n, ⟨h0, h2⟩, rfl⟩
    have hs : √(n * (2 - n)) ^ 2 = n * (2 - n) :=
      Real.sq_sqrt (mul_nonneg h0 (by linarith))
    -- Cauchy-Schwarz for `(2t, U/2)` and the unit vector `(n - 1, √(n(2 - n)))`
    have hsq : (2 * t * (n - 1) + U / 2 * √(n * (2 - n))) ^ 2 ≤ 4 * t ^ 2 + U ^ 2 / 4 := by
      have e : 4 * t ^ 2 + U ^ 2 / 4 - (2 * t * (n - 1) + U / 2 * √(n * (2 - n))) ^ 2
          = (2 * t * √(n * (2 - n)) - U / 2 * (n - 1)) ^ 2 := by
        linear_combination (-(4 * t ^ 2 + U ^ 2 / 4)) * hs
      linarith [sq_nonneg (2 * t * √(n * (2 - n)) - U / 2 * (n - 1))]
    have h := (le_abs_self _).trans (Real.abs_le_sqrt hsq)
    unfold energyFunctional occFunctional
    linarith

/-- For `U < 0` the value `U/2 - √(4t² + U²/4)` lies strictly below the energy functional at
every bonding occupation in `[0, 2]`. -/
theorem lt_energyFunctional_of_neg (t U n : ℝ) (hU : U < 0) (h0 : 0 ≤ n) (h2 : n ≤ 2) :
    U / 2 - √(4 * t ^ 2 + U ^ 2 / 4) < energyFunctional t U n := by
  have hn : 0 ≤ n * (2 - n) := mul_nonneg h0 (by linarith)
  have hlt : 2 * t * (n - 1) < √(4 * t ^ 2 + U ^ 2 / 4) := by
    apply Real.lt_sqrt_of_sq_lt
    nlinarith [mul_nonneg (sq_nonneg t) hn, mul_pos_of_neg_of_neg hU hU]
  have hs := mul_nonneg (neg_nonneg.mpr hU.le) (Real.sqrt_nonneg (n * (2 - n)))
  unfold energyFunctional occFunctional
  linarith

end

end HubbardDimerDensityMatrixFunctional
```

```lean
#print axioms HubbardDimerDensityMatrixFunctional.hubbardEnergy_eq
#print axioms HubbardDimerDensityMatrixFunctional.occFunctional_isLeast
#print axioms HubbardDimerDensityMatrixFunctional.energyFunctional_isLeast
#print axioms HubbardDimerDensityMatrixFunctional.lt_energyFunctional_of_neg
```

```
'HubbardDimerDensityMatrixFunctional.hubbardEnergy_eq' depends on axioms: [propext, Classical.choice, Quot.sound]
'HubbardDimerDensityMatrixFunctional.occFunctional_isLeast' depends on axioms: [propext, Classical.choice, Quot.sound]
'HubbardDimerDensityMatrixFunctional.energyFunctional_isLeast' depends on axioms: [propext, Classical.choice, Quot.sound]
'HubbardDimerDensityMatrixFunctional.lt_energyFunctional_of_neg' depends on axioms: [propext, Classical.choice, Quot.sound]
```

## What the theorems say

A `State` is a complex 2×2 matrix, with the row for the up electron and the column for the down electron. It need not be symmetric, so the triplet with one electron of each spin is included alongside the singlets. `weight`, `bondingOcc` and `doubleOcc` are the squared norm, n and D; they are physical expectation values when `weight ψ = 1`, which the theorems about general states assume. `hubbardEnergy` is written directly as an expectation value, not derived from creation and annihilation operators. The hopping t may have either sign; for t < 0 the orbital (1, 1)/√2, still called bonding here, is the higher of the two in energy.

`occFunctional_isLeast` is the constrained search: `IsLeast` says that F(n) is the double occupancy of some admissible state and that no admissible state has less. `energyFunctional_le` says that for U ≥ 0 the functional at a state's occupation does not exceed that state's energy. `energyFunctional_isLeast` gives the minimum over `Set.Icc 0 2`, and `lt_energyFunctional_of_neg` the strict inequality for U < 0. For U ≥ 0 the minimum is also the lowest energy of two opposite-spin electrons, a corollary the file does not state. It follows from the first three theorems named in this paragraph together with `hubbardEnergy_eq`, which gives the energy of the attaining state, and the fact that 0 ≤ n ≤ 2 in every normalised state, since (n−1)² ≤ 4D(1−D) ≤ 1.

Density-matrix functional theory generally takes the whole one-body density matrix as its variable. Here only the bonding occupation is fixed, and the site occupations may differ. Within this two-site, two-electron model and for U ≥ 0, U F(n) is the least interaction energy at bonding occupation n, and approximate functionals of n can be compared with it.

## How the proof follows the derivation

`pairState_apply` computes the four amplitudes entry by entry. `pairState_properties` reduces the norm and D to sin²p + cos²p = 1, and uses the signs of sin p and cos p to evaluate the square root.

`hubbardEnergy_eq` expands everything into real and imaginary parts and applies normalisation. In `occFunctional_le`, `a` and `a'` are the real and imaginary parts of A, and `c` and `c'` those of C. `hA` and `hC` are the bounds on |A|² and |C|², `hx` is Cauchy-Schwarz, with `(a * c' - a' * c)` squared as the difference of its two sides, and `hsq` is (1−2D)² ≤ n(2−n). `occFunctional_isLeast` adds the attaining state, with p = arccos √(n/2).

`energyFunctional_isLeast` treats R = 0 separately, taking n = 1, and otherwise verifies n = 1 + 2t/R. Its lower bound comes from the identity `e`, which writes the gap in Cauchy-Schwarz as a square. The last theorem proves 2t(n−1) < R by comparing squares, then adds the nonnegative term −(U/2)y.
